# Seitz operations acting in succession on a wavefunction obey {R|t}{S|u} = {RS|Ru + t}

The operation {R|t} takes a complex function ψ on real coordinate space to x ↦ ψ(R⁻¹(x − t)), where R is an integer matrix with an integer inverse and t is any real vector. The theorem says that acting with {S|u} and then with {R|t} is the same as acting once with {RS|Ru + t}. It holds in any finite dimension and for every function ψ, with no need for normalisation or continuity, and R need not preserve lengths. The attempt compares the two sides at a point x, first showing that R⁻¹(Ru) = u and that x − (Ru + t) = (x − t) − Ru, then rewriting the right side to match the left.

The failing Lean file:

```lean
import Mathlib

open Matrix

namespace SeitzSeitz

noncomputable section

variable {n : Type*} [Fintype n] [DecidableEq n]

/-- An integer matrix, read as a real matrix. -/
def realMat : Matrix n n ℤ →+* Matrix n n ℝ := (Int.castRingHom ℝ).mapMatrix

/-- The operation `{R|t}` acting on functions: `ψ` becomes `x ↦ ψ(R⁻¹(x - t))`. -/
def seitz (R : (Matrix n n ℤ)ˣ) (t : n → ℝ) (ψ : (n → ℝ) → ℂ) : (n → ℝ) → ℂ :=
  fun x => ψ (realMat (R⁻¹).val *ᵥ (x - t))

/-- Successive operations combine by the Seitz product `{R|t}{S|u} = {RS|Ru + t}`. -/
theorem seitz_seitz (R S : (Matrix n n ℤ)ˣ) (t u : n → ℝ) (ψ : (n → ℝ) → ℂ) :
    seitz R t (seitz S u ψ) = seitz (R * S) (realMat R.val *ᵥ u + t) ψ := by
  funext x
  have h : realMat (R⁻¹).val *ᵥ (realMat R.val *ᵥ u) = u := by
    rw [Matrix.mulVec_mulVec, ← map_mul, Units.inv_mul, map_one, Matrix.one_mulVec]
  have e : x - (realMat R.val *ᵥ u + t) = (x - t) - realMat R.val *ᵥ u := by abel
  simp only [seitz]
  rw [e, mul_inv_rev, Units.val_mul, map_mul, ← Matrix.mulVec_mulVec,
    Matrix.mulVec_sub (realMat (R⁻¹).val), h]

end

end SeitzSeitz
```

Messages:

```
Main.lean:26:9: error: Ambiguous term
  mul_inv_rev
Possible interpretations:
  _root_.mul_inv_rev : ∀ (a b : ?m.154), (a * b)⁻¹ = b⁻¹ * a⁻¹
  
  Matrix.mul_inv_rev : ∀ (A B : Matrix ?m.154 ?m.154 ?m.155), (A * B)⁻¹ = B⁻¹ * A⁻¹
Main.lean:20:74: error: unsolved goals
n : Type u_1
inst✝¹ : Fintype n
inst✝ : DecidableEq n
R S : (Matrix n n ℤ)ˣ
t u : n → ℝ
ψ : (n → ℝ) → ℂ
x : n → ℝ
h : realMat ↑R⁻¹ *ᵥ realMat ↑R *ᵥ u = u
e : x - (realMat ↑R *ᵥ u + t) = x - t - realMat ↑R *ᵥ u
⊢ ψ (realMat ↑S⁻¹ *ᵥ (realMat ↑R⁻¹ *ᵥ (x - t) - u)) = ψ (realMat ↑(R * S)⁻¹ *ᵥ (x - t - realMat ↑R *ᵥ u))
```

With `open Matrix`, the name `mul_inv_rev` can mean either the general lemma or `Matrix.mul_inv_rev`, which concerns inverses of matrices. Lean reports the ambiguity and the rewrite stops there, so the second message shows the goal as `e` left it. Here `(R * S)⁻¹` is an inverse in the group of units, so the general lemma is the one needed, and `_root_.mul_inv_rev` names it.

A second fault lay further along the same `rw`, where Lean never arrived. `Matrix.mulVec_sub (realMat (R⁻¹).val)` fixes the matrix but not the vectors, so it would first match `realMat ↑R⁻¹ *ᵥ (x - t)` on the left and split that, leaving the intended term on the right whole and `h` with nothing to rewrite. The new `h2` proves the needed identity separately, where the first match is the right one, and the final rewrite then uses it on the whole term.

After these edits no error is left:

```diff
@@ -23,7 +23,9 @@
     rw [Matrix.mulVec_mulVec, ← map_mul, Units.inv_mul, map_one, Matrix.one_mulVec]
   have e : x - (realMat R.val *ᵥ u + t) = (x - t) - realMat R.val *ᵥ u := by abel
+  have h2 : realMat (R⁻¹).val *ᵥ (x - t - realMat R.val *ᵥ u)
+      = realMat (R⁻¹).val *ᵥ (x - t) - u := by
+    rw [Matrix.mulVec_sub, h]
   simp only [seitz]
-  rw [e, mul_inv_rev, Units.val_mul, map_mul, ← Matrix.mulVec_mulVec,
-    Matrix.mulVec_sub (realMat (R⁻¹).val), h]
+  rw [e, _root_.mul_inv_rev, Units.val_mul, map_mul, ← Matrix.mulVec_mulVec, h2]
 
 end
```
